# A Two-Level Ground State from a Wrong Off-Diagonal Potential Has a Second-Order Energy Error

## From an error in the state to an error in the energy

Anyone who judges an energy by the error in its underlying state can get the order wrong. A small potential error $x$ mixes the levels with an amplitude of order $x$, which might suggest an energy error of order $x$ too. In the two-level model below, the ground state is found with the wrong potential, its energy is evaluated with the exact Hamiltonian, and the energy error is of order $x^2$.

The question arises when random-phase energies are evaluated with orbitals from an approximate potential. The model does not answer it for the random-phase functional. It treats a much simpler case, one non-interacting particle in two levels, where the exact ground state minimizes the energy and no error in the state can lower it.

## Two levels and a wrong potential

Let $h=\mathrm{diag}(0,D)$ with gap $D>0$, and let $dv$ have zero diagonal and real off-diagonal element $x$. The state is computed from $h+dv$, but its energy is evaluated with $h$. Since the exact ground energy of $h$ is zero, $\langle h\rangle$ is the excess that the correct state would remove. With $S=\sqrt{D^2+4x^2}$, every normalized ground state of $h+dv$ satisfies

$$\langle h\rangle=\frac D2\left(1-\frac DS\right),\qquad 0\le\langle h\rangle\le\frac{x^2}{D}.$$

As $x\to0$ with $x\ne0$, $\langle h\rangle/x^2\to-\chi/2=1/D$. Here $\chi=-2/D$ is the static response: the derivative at $x=0$ of the expectation of the coupling matrix, which has zeros on the diagonal and ones off it.

## Population and coherence fix the energy

For a normalized state $(\psi_0,\psi_1)$, put $q=|\psi_1|^2$, $u=1-2q$ and $s=2\,\mathrm{Re}(\psi_0^*\psi_1)$, the coupling expectation. Then $\langle h\rangle=Dq$ and

$$\langle h+dv\rangle=Dq+xs=\tfrac12\bigl[D-(Du-2xs)\bigr].$$

Since $|\psi_0|^2=1-q$, we have $u^2=1-4|\psi_0|^2|\psi_1|^2$, so

$$u^2+s^2=1-4\bigl(\mathrm{Im}\,\psi_0^*\psi_1\bigr)^2\le1.$$

Therefore

$$(Du-2xs)^2+(2xu+Ds)^2=S^2(u^2+s^2)\le S^2,$$

and the energy is at least $(D-S)/2$. The vector $(S+D,-2x)/\sqrt{2S(S+D)}$ is normalized, because $(S+D)^2+4x^2=2S(S+D)$. Its energy is $-2x^2/(S+D)=(D-S)/2$, so the bound is attained.

Every ground state therefore has $Du-2xs=S$, which forces $2xu+Ds=0$. Solving the pair gives $u=D/S$ and $s=-2x/S$. Using $S^2-D^2=4x^2$,

$$\langle h\rangle=\frac{D(1-u)}2=\frac{D(S-D)}{2S}=\frac{2Dx^2}{S(S+D)}.$$

This is nonnegative, and $S\ge D$ gives the upper bound $x^2/D$. Dividing by $x^2$ and letting $S\to D$ gives $1/D$. Since $S'(0)=0$, differentiating $s=-2x/S$ at zero gives $\chi=-2/D$.

At the opposite extreme, $|x|\to\infty$ in the closed formula gives $\langle h\rangle\to D/2$: the levels are equally populated, and the quadratic bound is far too large.

## The model in Lean

`bare D` is $h$, `perturbed D x` is $h+dv$, and indices `0` and `1` label the lower and upper level. `expect` takes the real part of $\psi^\dagger A\psi$, which is the full expectation for these Hermitian matrices. `IsGroundState` requires normalization and least energy among all normalized complex vectors, with no condition on phase.

`ground_state_energy_error` states the formula and both bounds. `linear_response` and `second_order_limit` take one ground state for each $x$, with phases free to jump between values of $x$; `𝓝[≠] 0` excludes $x=0$ from the limit. The error $x$ is prescribed, not produced by a self-consistency cycle, and diagonal errors and complex couplings are excluded.

```lean
import Mathlib

open Matrix Filter Topology

namespace TwoLevelSelfConsistency

noncomputable section

/-- The exact two-level Hamiltonian `h = diag(0, D)`. -/
def bare (D : ℝ) : Matrix (Fin 2) (Fin 2) ℂ := !![0, 0; 0, (D : ℂ)]

/-- The off-diagonal operator that couples the two levels. -/
def coupling : Matrix (Fin 2) (Fin 2) ℂ := !![0, 1; 1, 0]

/-- The Hamiltonian `h + dv`, whose potential error `dv` has off-diagonal element `x`. -/
def perturbed (D x : ℝ) : Matrix (Fin 2) (Fin 2) ℂ := bare D + (x : ℂ) • coupling

/-- The real part of `ψ†Aψ`. For Hermitian `A` and normalized `ψ` this is the expectation value of
`A`. -/
def expect (A : Matrix (Fin 2) (Fin 2) ℂ) (ψ : Fin 2 → ℂ) : ℝ :=
  (star ψ ⬝ᵥ A *ᵥ ψ).re

/-- A ground state is a normalized state of least energy among all normalized states. -/
structure IsGroundState (H : Matrix (Fin 2) (Fin 2) ℂ) (ψ : Fin 2 → ℂ) : Prop where
  normalized : ∑ i, Complex.normSq (ψ i) = 1
  minimal : ∀ φ : Fin 2 → ℂ, ∑ i, Complex.normSq (φ i) = 1 → expect H ψ ≤ expect H φ

/-- The level splitting `√(D² + 4x²)` of the perturbed Hamiltonian. -/
def splitting (D x : ℝ) : ℝ := √(D ^ 2 + 4 * x ^ 2)

/-- The static response coefficient `χ = -2/D`, for `D > 0`. -/
def chi (D : ℝ) : ℝ := -2 / D

/-- An explicit state vector of the perturbed two-level system, for `D > 0`. -/
def groundVector (D x : ℝ) : Fin 2 → ℂ :=
  ![(((splitting D x + D) / √(2 * splitting D x * (splitting D x + D)) : ℝ) : ℂ),
    ((-2 * x / √(2 * splitting D x * (splitting D x + D)) : ℝ) : ℂ)]

/-- For `D > 0` the splitting is positive, and its square is `D² + 4x²`. -/
theorem splitting_spec {D : ℝ} (hD : 0 < D) (x : ℝ) :
    0 < splitting D x ∧ splitting D x ^ 2 = D ^ 2 + 4 * x ^ 2 :=
  ⟨Real.sqrt_pos.2 (by positivity), Real.sq_sqrt (by positivity)⟩

/-- For any vector `ψ`, normalized or not: `expect` of `h` and of the coupling in terms of the
amplitudes, and `expect` of `h + dv` in terms of the upper amplitude and the coupling value. -/
theorem expect_formulas (D x : ℝ) (ψ : Fin 2 → ℂ) :
    expect (bare D) ψ = D * Complex.normSq (ψ 1) ∧
    expect coupling ψ = 2 * ((ψ 0).re * (ψ 1).re + (ψ 0).im * (ψ 1).im) ∧
    expect (perturbed D x) ψ = D * Complex.normSq (ψ 1) + x * expect coupling ψ := by
  refine ⟨?_, ?_, ?_⟩
  · simp [expect, bare, Matrix.mulVec, dotProduct, Fin.sum_univ_two, Complex.normSq_apply]
    ring
  · simp [expect, coupling, Matrix.mulVec, dotProduct, Fin.sum_univ_two]
    ring
  · simp [expect, perturbed, bare, coupling, Matrix.mulVec, dotProduct, Fin.sum_univ_two,
      Complex.normSq_apply]
    ring

/-- In a normalized state, the squares of the population difference and of the coupling
expectation add up to at most one. -/
theorem population_coherence_bound {ψ : Fin 2 → ℂ} (h : ∑ i, Complex.normSq (ψ i) = 1) :
    (1 - 2 * Complex.normSq (ψ 1)) ^ 2 + expect coupling ψ ^ 2 ≤ 1 := by
  rw [(expect_formulas 0 0 ψ).2.1]
  simp only [Fin.sum_univ_two, Complex.normSq_apply] at h ⊢
  have key : 1 - (1 - 2 * ((ψ 1).re * (ψ 1).re + (ψ 1).im * (ψ 1).im)) ^ 2
      - (2 * ((ψ 0).re * (ψ 1).re + (ψ 0).im * (ψ 1).im)) ^ 2
      = 4 * ((ψ 0).re * (ψ 1).im - (ψ 0).im * (ψ 1).re) ^ 2 := by
    linear_combination (-4 * ((ψ 1).re * (ψ 1).re + (ψ 1).im * (ψ 1).im)) * h
  linarith [sq_nonneg ((ψ 0).re * (ψ 1).im - (ψ 0).im * (ψ 1).re)]

/-- Every normalized state has perturbed energy at least `(D - √(D² + 4x²))/2`. -/
theorem energy_lower_bound {D : ℝ} (hD : 0 < D) (x : ℝ) {ψ : Fin 2 → ℂ}
    (h : ∑ i, Complex.normSq (ψ i) = 1) :
    (D - splitting D x) / 2 ≤ expect (perturbed D x) ψ := by
  obtain ⟨hS, hS2⟩ := splitting_spec hD x
  have hb := population_coherence_bound h
  rw [(expect_formulas D x ψ).2.2]
  set q := Complex.normSq (ψ 1)
  set s := expect coupling ψ
  have hsq : (D * (1 - 2 * q) - 2 * x * s) ^ 2 ≤ splitting D x ^ 2 := by
    rw [hS2]
    have hp : 0 ≤ D ^ 2 + 4 * x ^ 2 := by positivity
    nlinarith [sq_nonneg (2 * x * (1 - 2 * q) + D * s), mul_le_mul_of_nonneg_left hb hp]
  have ht := (le_abs_self _).trans (abs_le_of_sq_le_sq hsq hS.le)
  linarith

/-- For `D > 0`, the vector `groundVector D x` is a ground state of `h + dv`, with energy `(D - √(D²
+ 4x²))/2`. -/
theorem groundVector_witness {D : ℝ} (hD : 0 < D) (x : ℝ) :
    IsGroundState (perturbed D x) (groundVector D x) ∧
    expect (perturbed D x) (groundVector D x) = (D - splitting D x) / 2 := by
  obtain ⟨hS, hS2⟩ := splitting_spec hD x
  set S := splitting D x
  set N := √(2 * S * (S + D))
  have hN : N ^ 2 = 2 * S * (S + D) := Real.sq_sqrt (by positivity)
  have hN0 : N ^ 2 ≠ 0 := by rw [hN]; positivity
  have h0 : groundVector D x 0 = (((S + D) / N : ℝ) : ℂ) := rfl
  have h1 : groundVector D x 1 = ((-2 * x / N : ℝ) : ℂ) := rfl
  have hnorm : ∑ i, Complex.normSq (groundVector D x i) = 1 := by
    rw [Fin.sum_univ_two, h0, h1, Complex.normSq_ofReal, Complex.normSq_ofReal]
    have e : ((S + D) ^ 2 + 4 * x ^ 2) / N ^ 2 = 1 := by
      rw [div_eq_iff hN0]
      linear_combination -hN - hS2
    linear_combination e
  have hen : expect (perturbed D x) (groundVector D x) = (D - S) / 2 := by
    rw [(expect_formulas D x _).2.2, (expect_formulas D x _).2.1, h0, h1]
    simp only [Complex.normSq_ofReal, Complex.ofReal_re, Complex.ofReal_im]
    have e : (-4 * x ^ 2 * S) / N ^ 2 = (D - S) / 2 := by
      rw [div_eq_iff hN0]
      linear_combination (-(D - S) / 2) * hN + S * hS2
    linear_combination e
  exact ⟨⟨hnorm, fun φ hφ => hen.le.trans (energy_lower_bound hD x hφ)⟩, hen⟩

/-- For `D > 0`, every ground state of `h + dv` has the same upper-level population and the same
coupling expectation, given here in closed form. -/
theorem ground_state_values {D x : ℝ} (hD : 0 < D) {ψ : Fin 2 → ℂ}
    (h : IsGroundState (perturbed D x) ψ) :
    Complex.normSq (ψ 1) = (1 - D / splitting D x) / 2 ∧
    expect coupling ψ = -2 * x / splitting D x := by
  obtain ⟨hS, hS2⟩ := splitting_spec hD x
  obtain ⟨hg, he⟩ := groundVector_witness hD x
  have hE := le_antisymm ((h.minimal _ hg.normalized).trans he.le)
    (energy_lower_bound hD x h.normalized)
  have hb := population_coherence_bound h.normalized
  rw [(expect_formulas D x ψ).2.2] at hE
  set q := Complex.normSq (ψ 1)
  set s := expect coupling ψ
  set S := splitting D x
  have ht : D * (1 - 2 * q) - 2 * x * s = S := by linarith
  -- the energy bound is attained, so the orthogonal combination vanishes
  have hw : 2 * x * (1 - 2 * q) + D * s = 0 := by
    have hp : 0 ≤ D ^ 2 + 4 * x ^ 2 := by positivity
    have hm := mul_le_mul_of_nonneg_left hb hp
    have ht2 : (D * (1 - 2 * q) - 2 * x * s) ^ 2 = D ^ 2 + 4 * x ^ 2 := by rw [ht, hS2]
    have hz : (2 * x * (1 - 2 * q) + D * s) ^ 2 = 0 :=
      le_antisymm (by linarith) (sq_nonneg _)
    exact pow_eq_zero_iff (two_ne_zero) |>.1 hz
  have hu : S * (1 - 2 * q) = D := mul_left_cancel₀ hS.ne' (by
    linear_combination (1 - 2 * q) * hS2 + D * ht + 2 * x * hw)
  have hs : S * s = -2 * x := mul_left_cancel₀ hS.ne' (by
    linear_combination s * hS2 + D * hw - 2 * x * ht)
  have hu' : 1 - 2 * q = D / S := by
    rw [eq_div_iff hS.ne']
    linarith
  refine ⟨by linarith, ?_⟩
  rw [eq_div_iff hS.ne']
  linarith

/-- For `D > 0`, the energy expression `(D/2)(1 - D/S)`, with `S` the splitting, rewritten with an
explicit factor `x²`. -/
theorem excess_eq {D : ℝ} (hD : 0 < D) (x : ℝ) :
    D / 2 * (1 - D / splitting D x) =
      2 * D * x ^ 2 / (splitting D x * (splitting D x + D)) := by
  obtain ⟨hS, hS2⟩ := splitting_spec hD x
  have hd : D / splitting D x * splitting D x = D := div_mul_cancel₀ D hS.ne'
  rw [eq_div_iff (by positivity)]
  generalize D / splitting D x = r at hd ⊢
  linear_combination (-D / 2 * (splitting D x + D)) * hd + D / 2 * hS2

/-- For `D > 0`, in every ground state of `h + dv`, the expectation of `h` is `(D/2)(1 - D/√(D² +
4x²))`, and it lies between `0` and `x²/D`. -/
theorem ground_state_energy_error {D x : ℝ} (hD : 0 < D) {ψ : Fin 2 → ℂ}
    (h : IsGroundState (perturbed D x) ψ) :
    expect (bare D) ψ = D / 2 * (1 - D / √(D ^ 2 + 4 * x ^ 2)) ∧
    0 ≤ expect (bare D) ψ ∧ expect (bare D) ψ ≤ x ^ 2 / D := by
  obtain ⟨hS, hS2⟩ := splitting_spec hD x
  have h1 : expect (bare D) ψ = D / 2 * (1 - D / splitting D x) := by
    rw [(expect_formulas D x ψ).1, (ground_state_values hD h).1]
    ring
  refine ⟨h1, ?_, ?_⟩
  · rw [h1, excess_eq hD x]
    positivity
  · rw [h1, excess_eq hD x, div_le_div_iff₀ (by positivity) hD]
    have hDS : D ≤ splitting D x :=
      (le_abs_self D).trans (abs_le_of_sq_le_sq (by nlinarith [sq_nonneg x]) hS.le)
    have hk : 2 * D ^ 2 ≤ splitting D x * (splitting D x + D) := by nlinarith
    nlinarith [mul_le_mul_of_nonneg_left hk (sq_nonneg x)]

/-- For `D > 0`, along any family of ground states, the coupling expectation has derivative `χ` with
respect to the potential error `x` at `x = 0`. -/
theorem linear_response {D : ℝ} (hD : 0 < D) {ψ : ℝ → Fin 2 → ℂ}
    (h : ∀ x, IsGroundState (perturbed D x) (ψ x)) :
    HasDerivAt (fun x => expect coupling (ψ x)) (chi D) 0 := by
  have h0 : splitting D 0 = D := by simp [splitting, Real.sqrt_sq hD.le]
  have h1 : HasDerivAt (fun x : ℝ => D ^ 2 + 4 * x ^ 2) 0 0 :=
    (((hasDerivAt_pow 2 (0 : ℝ)).const_mul 4).const_add (D ^ 2)).congr_deriv (by norm_num)
  have hS : HasDerivAt (fun x => splitting D x) 0 0 :=
    (h1.sqrt (by simp [hD.ne'])).congr_deriv (by simp)
  have hl : HasDerivAt (fun x : ℝ => -2 * x) (-2) 0 :=
    ((hasDerivAt_id (0 : ℝ)).const_mul (-2)).congr_deriv (by norm_num)
  have e : (fun x => expect coupling (ψ x)) = fun x => -2 * x / splitting D x :=
    funext fun x => (ground_state_values hD (h x)).2
  rw [e]
  refine (hl.fun_div hS (splitting_spec hD 0).1.ne').congr_deriv ?_
  simp only [h0, chi]
  rw [div_eq_div_iff (pow_ne_zero 2 hD.ne') hD.ne']
  ring

/-- For `D > 0`, along any family of ground states, the expectation of `h` divided by `x²` tends to
`-χ/2` as the potential error `x` tends to zero. -/
theorem second_order_limit {D : ℝ} (hD : 0 < D) {ψ : ℝ → Fin 2 → ℂ}
    (h : ∀ x, IsGroundState (perturbed D x) (ψ x)) :
    Tendsto (fun x => expect (bare D) (ψ x) / x ^ 2) (𝓝[≠] 0) (𝓝 (-chi D / 2)) := by
  have h0 : splitting D 0 = D := by simp [splitting, Real.sqrt_sq hD.le]
  have hS : Continuous (fun x => splitting D x) := by
    unfold splitting
    fun_prop
  have hpos := (splitting_spec hD 0).1
  have hc : ContinuousAt
      (fun x => 2 * D / (splitting D x * (splitting D x + D))) 0 :=
    continuousAt_const.div (hS.mul (hS.add continuous_const)).continuousAt (by positivity)
  have hv : 2 * D / (splitting D 0 * (splitting D 0 + D)) = -chi D / 2 := by
    have hi : D⁻¹ * D = 1 := inv_mul_cancel₀ hD.ne'
    rw [h0, chi, div_eq_iff (by positivity)]
    linear_combination (-2 * D) * hi
  rw [← hv]
  refine (hc.tendsto.mono_left nhdsWithin_le_nhds).congr' ?_
  -- away from zero the factor x² cancels
  filter_upwards [self_mem_nhdsWithin] with x hx
  have hx0 : x ≠ 0 := hx
  have hm : expect (bare D) (ψ x) =
      2 * D * x ^ 2 / (splitting D x * (splitting D x + D)) :=
    (ground_state_energy_error hD (h x)).1.trans (excess_eq hD x)
  rw [hm, eq_div_iff (pow_ne_zero 2 hx0)]
  ring

end

end TwoLevelSelfConsistency
```

```lean
#print axioms TwoLevelSelfConsistency.ground_state_energy_error
#print axioms TwoLevelSelfConsistency.linear_response
#print axioms TwoLevelSelfConsistency.second_order_limit
```

```
'TwoLevelSelfConsistency.ground_state_energy_error' depends on axioms: [propext, Classical.choice, Quot.sound]
'TwoLevelSelfConsistency.linear_response' depends on axioms: [propext, Classical.choice, Quot.sound]
'TwoLevelSelfConsistency.second_order_limit' depends on axioms: [propext, Classical.choice, Quot.sound]
```

## How the proof follows the algebra

`expect_formulas` expands the matrix products into amplitudes. `population_coherence_bound` proves the identity for $u^2+s^2$ by `linear_combination` from normalization, then discards a square. `energy_lower_bound` gives `nlinarith` the square of $2xu+Ds$, and `groundVector_witness` shows that the bound is attained, so the families assumed later exist.

In `ground_state_values`, minimality and the lower bound fix the energy; `hw` is the vanishing combination, and `hu` and `hs` solve for $u$ and $s$. `excess_eq` exposes the factor $x^2$, from which `ground_state_energy_error` obtains its bounds.

`linear_response` applies the quotient rule to $-2x/S$. `second_order_limit` uses continuity of $2D/(S(S+D))$ at zero and cancels $x^2$ only where $x\ne0$.
